# Appending a column updates the Penrose inverse by one new row and a rank-one correction

My least-squares step breaks down whenever a new column is a combination of the old ones: the overlap matrix \(A^*A\) turns singular and the normal equations no longer fix the coefficients. This happens in Anderson mixing for a self-consistent field cycle, where the columns of \(A\) are differences of successive density residuals and I fit the latest residual \(f\) by \(A\gamma\). The Penrose inverse \(X\) of \(A\) still gives definite coefficients \(\gamma = Xf\), but I don't want to recompute it at every iteration. Greville's formula updates it, yet it switches to a denominator \(1+d^*d\) when the new column is dependent. Where does that 1 come from, and why do the old coefficients change when the new column adds nothing to the fit?

## The new row follows from the Penrose equations

The 1 comes from sharing a coefficient between the new column and the old combination that equals it. The Penrose equations select the sharing of least norm, and this generally changes the old coefficients.

Let \(A\) be a real or complex matrix. Its Penrose inverse, also called the Moore–Penrose pseudoinverse, is the matrix \(X\) with

\[
AXA=A,\quad XAX=X,\quad (AX)^*=AX,\quad (XA)^*=XA .
\]

The star is the conjugate transpose. Append a column \(a\), and put \(d=Xa\) and \(c=a-Ad\). Here \(d\) holds the coefficients of \(a\) in the old columns and \(c\) is what they leave unfitted. The residual is orthogonal to the old columns:

\[
c^*A=a^*(1-AX)^*A=a^*(A-AXA)=0 .
\]

If \(a=Av\) for some \(v\), then \(Ad=AXAv=Av=a\), so \(c=0\). Conversely, \(c=0\) gives \(a=Ad\). Thus \(c\) vanishes exactly when \(a\) is a combination of the old columns.

Write \(B=[A\;\,a]\), and let \(Y\) be \(X-dr\) stacked over a row \(r\) still to be found. The two products are

\[
BY=A(X-dr)+ar=AX+cr,
\qquad
YB=\begin{pmatrix}XA-d\,(rA) & d\,(1-ra)\\ rA & ra\end{pmatrix}.
\]

For \(YB\) to be Hermitian, \(ra\) must be real and \(rA=(1-ra)\,d^*\). With \(t=1-ra\) this reads

\[
rA=t\,d^*,\qquad ra=1-t,\qquad t\ \text{real}.
\]

The last column of \(BYB=B\) then requires \(Ad+(1-t)c=a\), that is, \(tc=0\).

**If \(c\neq0\)**, then \(t=0\), so \(rA=0\), \(ra=1\) and \(rc=ra-rAd=1\). Since \(cr\) must be Hermitian, \(cr=r^*c^*\). Multiplying from the left by \(c^*\) gives \((c^*c)\,r=(rc)^*c^*=c^*\), hence

\[
r=\frac{c^*}{c^*c}.
\]

**If \(c=0\)**, then \(a=Ad\), so \(1-t=ra=rAd=t\,d^*d\) and \(t=1/(1+d^*d)\). The last row of \(YBY=Y\) now reads \(rAX=r\), hence

\[
r=t\,d^*X=\frac{d^*X}{1+d^*d}.
\]

These rows do satisfy every condition. For \(c\neq0\), \(c^*A=0\) gives \(rA=0\), while \(rc=1\) gives \(ra=r(c+Ad)=1\). For \(c=0\), \(d^*XA=(XAd)^*=(XAXa)^*=d^*\) gives \(rA=t\,d^*\), and \(ra=rAd=t\,d^*d=1-t\).

The four Penrose equations for \(B\) and \(Y\) follow:

- \(BYB=B\): \((AX+cr)A=A+tc\,d^*=A\) and \((AX+cr)a=a-tc=a\).
- \(YBY=Y\): in both cases \(r(AX+cr)=r\). For \(c\neq0\) this is \(0+(rc)r\), and for \(c=0\) it is \(t\,d^*X\). Also \(Xc=Xa-XAXa=0\), so \((X-dr)(AX+cr)=X-dr\).
- \(BY\) is Hermitian, because \(cr\) is either \(cc^*/(c^*c)\) or zero.
- \(YB\) is Hermitian, with blocks \(XA-t\,dd^*\), \(t\,d\), \(t\,d^*\) and \(1-t\).

## What the Lean theorem says

`greville_update` has one hypothesis, that `X` satisfies the four Penrose equations for `A`. It concludes that the stacked matrix satisfies them for the enlarged matrix, whatever the column `a`. The equations form the structure `IsPenroseInverse`. That they have at most one solution is a standard fact, which the theorem neither uses nor proves.

The entries lie in `𝕜`, which is the real or the complex numbers through `RCLike`. The index types `m` and `n` are finite and may be empty. The columns of the enlarged matrix are indexed by `n ⊕ Unit`: the old columns, then one more. `appendCol A a` is \(B\), `residual A X a` is \(c\), and `newRow A X a` is \(r\), with the case \(c=0\) listed first. `stackRow` puts a matrix on top of a row.

Rows and columns are both plain functions in Lean, so conjugation is always written out: `star` conjugates the entries, while the dot product `⬝ᵥ` and the outer product `vecMulVec` do not conjugate. Thus `star c ⬝ᵥ c` is \(c^*c\).

The theorem does not cover rounding. `newRow` tests whether \(c\) is exactly zero, whereas a floating-point program normally compares the size of \(c\) with a threshold. The choice matters because \(\lVert r\rVert=1/\lVert c\rVert\) in the independent case, which grows without bound as \(c\) shrinks.

```lean
import Mathlib

open Matrix
open scoped ComplexOrder

namespace GrevilleColumnUpdate

noncomputable section

variable {𝕜 m n : Type*} [RCLike 𝕜] [Fintype m] [Fintype n]

/-- The four Penrose equations, saying that `X` is the Penrose inverse of `A`. -/
structure IsPenroseInverse (A : Matrix m n 𝕜) (X : Matrix n m 𝕜) : Prop where
  mul_inv_mul : A * X * A = A
  inv_mul_inv : X * A * X = X
  left_herm : (A * X)ᴴ = A * X
  right_herm : (X * A)ᴴ = X * A

/-- The matrix `[A a]`: the column `a` is appended to `A`. -/
def appendCol (A : Matrix m n 𝕜) (a : m → 𝕜) : Matrix m (n ⊕ Unit) 𝕜 :=
  Matrix.of fun i => Sum.elim (A i) (fun _ => a i)

/-- The matrix `Z` stacked over the row `r`. -/
def stackRow (Z : Matrix n m 𝕜) (r : m → 𝕜) : Matrix (n ⊕ Unit) m 𝕜 :=
  Matrix.of (Sum.elim (fun i => Z i) (fun _ => r))

/-- The residual `c = a - A d` of the new column, with `d = X a`. -/
def residual (A : Matrix m n 𝕜) (X : Matrix n m 𝕜) (a : m → 𝕜) : m → 𝕜 :=
  a - A *ᵥ (X *ᵥ a)

open Classical in
/-- Greville's new row: `d* X / (1 + d* d)` if the residual `c` vanishes,
and `c* / (c* c)` otherwise. -/
def newRow (A : Matrix m n 𝕜) (X : Matrix n m 𝕜) (a : m → 𝕜) : m → 𝕜 :=
  if residual A X a = 0 then
    (1 + star (X *ᵥ a) ⬝ᵥ (X *ᵥ a))⁻¹ • (star (X *ᵥ a) ᵥ* X)
  else (star (residual A X a) ⬝ᵥ residual A X a)⁻¹ • star (residual A X a)

/-- If `X` is the Penrose inverse of `A`, the residual of the new column is orthogonal
to every column of `A`. -/
theorem residual_orthogonal {A : Matrix m n 𝕜} {X : Matrix n m 𝕜}
    (h : IsPenroseInverse A X) (a : m → 𝕜) : star (residual A X a) ᵥ* A = 0 := by
  rw [residual, mulVec_mulVec, star_sub, star_mulVec, h.left_herm,
    sub_vecMul, vecMul_vecMul, h.mul_inv_mul, sub_self]

/-- For any row `r`, the product of `[A a]` with `X - d r` stacked over `r` is `A X + c r`. -/
theorem appendCol_mul_stackRow (A : Matrix m n 𝕜) (X : Matrix n m 𝕜) (a r : m → 𝕜) :
    appendCol A a * stackRow (X - vecMulVec (X *ᵥ a) r) r
      = A * X + vecMulVec (residual A X a) r := by
  have e : ∀ Z : Matrix n m 𝕜, appendCol A a * stackRow Z r = A * Z + vecMulVec a r := by
    intro Z
    ext i j
    simp [appendCol, stackRow, Matrix.mul_apply, vecMulVec_apply, Fintype.sum_sum_type]
  rw [e, Matrix.mul_sub, mul_vecMulVec]
  ext i j
  simp only [Matrix.add_apply, Matrix.sub_apply, vecMulVec_apply, residual, Pi.sub_apply]
  ring

/-- The outer product `u v` applied to a vector `w` is `u` times the number `v w`. -/
theorem outer_mulVec {k : Type*} (u : k → 𝕜) (v w : m → 𝕜) :
    vecMulVec u v *ᵥ w = (v ⬝ᵥ w) • u := by
  ext i
  simp only [mulVec, dotProduct, vecMulVec_apply, Pi.smul_apply, smul_eq_mul, Finset.sum_mul]
  exact Finset.sum_congr rfl fun j _ => by ring

/-- Let `X` be the Penrose inverse of `A` and `t` a real number with `t c = 0`. If `r A = t d*`,
`r a = 1 - t`, `c r` is Hermitian and `r A X + (r c) r = r`, then `X - d r` stacked over `r`
is the Penrose inverse of `[A a]`. -/
theorem isPenroseInverse_of_row {A : Matrix m n 𝕜} {X : Matrix n m 𝕜}
    (h : IsPenroseInverse A X) {a r : m → 𝕜} {t : 𝕜} (ht : star t = t)
    (hrA : r ᵥ* A = t • star (X *ᵥ a)) (hra : r ⬝ᵥ a = 1 - t)
    (htc : t • residual A X a = 0)
    (hH : (vecMulVec (residual A X a) r)ᴴ = vecMulVec (residual A X a) r)
    (hr : r ᵥ* (A * X) + (r ⬝ᵥ residual A X a) • r = r) :
    IsPenroseInverse (appendCol A a) (stackRow (X - vecMulVec (X *ᵥ a) r) r) := by
  have hBY := appendCol_mul_stackRow A X a r
  refine ⟨?_, ?_, ?_, ?_⟩
  · -- `A X + c r` fixes the old columns and the new one
    have k : vecMulVec (residual A X a) (t • star (X *ᵥ a)) = 0 := by
      ext i j
      have hi : t * residual A X a i = 0 := congrFun htc i
      simp only [vecMulVec_apply, Pi.smul_apply, Pi.star_apply, smul_eq_mul, Matrix.zero_apply]
      linear_combination star ((X *ᵥ a) j) * hi
    have e1 : (A * X + vecMulVec (residual A X a) r) * A = A := by
      rw [Matrix.add_mul, h.mul_inv_mul, vecMulVec_mul, hrA, k, add_zero]
    have e2 : (A * X + vecMulVec (residual A X a) r) *ᵥ a = a := by
      rw [Matrix.add_mulVec, outer_mulVec, hra, sub_smul, one_smul, htc, sub_zero,
        ← mulVec_mulVec, residual]
      abel
    rw [hBY]
    ext i (j | j)
    · exact congrFun (congrFun e1 i) j
    · exact congrFun e2 i
  · -- `A X + c r` also fixes the rows of the updated inverse
    have f1 : r ᵥ* (A * X + vecMulVec (residual A X a) r) = r := by
      have o : r ᵥ* vecMulVec (residual A X a) r = (r ⬝ᵥ residual A X a) • r := by
        ext i
        simp only [vecMul, dotProduct, vecMulVec_apply, Pi.smul_apply, smul_eq_mul,
          Finset.sum_mul, mul_assoc]
      rw [Matrix.vecMul_add, o, hr]
    have hXc : X *ᵥ residual A X a = 0 := by
      rw [residual, Matrix.mulVec_sub, mulVec_mulVec, mulVec_mulVec, h.inv_mul_inv, sub_self]
    have f2 : (X - vecMulVec (X *ᵥ a) r) * (A * X + vecMulVec (residual A X a) r)
        = X - vecMulVec (X *ᵥ a) r := by
      rw [Matrix.sub_mul, vecMulVec_mul, f1, Matrix.mul_add, ← Matrix.mul_assoc,
        h.inv_mul_inv, mul_vecMulVec, hXc]
      ext i j
      simp [vecMulVec_apply]
    rw [Matrix.mul_assoc, hBY]
    ext (i | i) j
    · exact congrFun (congrFun f2 i) j
    · exact congrFun f1 j
  · rw [hBY, conjTranspose_add, h.left_herm, hH]
  · -- the reverse product is Hermitian block by block
    have g1 : ((X - vecMulVec (X *ᵥ a) r) * A)ᴴ = (X - vecMulVec (X *ᵥ a) r) * A := by
      rw [Matrix.sub_mul, vecMulVec_mul, hrA, conjTranspose_sub, h.right_herm]
      ext i j
      simp only [Matrix.sub_apply, conjTranspose_apply, vecMulVec_apply, Pi.smul_apply,
        Pi.star_apply, smul_eq_mul, star_mul', star_star, ht]
      ring
    have g2 : star (r ᵥ* A) = (X - vecMulVec (X *ᵥ a) r) *ᵥ a := by
      rw [hrA, Matrix.sub_mulVec, outer_mulVec, hra]
      ext i
      simp only [Pi.star_apply, Pi.smul_apply, Pi.sub_apply, smul_eq_mul, star_mul',
        star_star, ht]
      ring
    have g3 : star ((X - vecMulVec (X *ᵥ a) r) *ᵥ a) = r ᵥ* A := by rw [← g2, star_star]
    have g4 : star (r ⬝ᵥ a) = r ⬝ᵥ a := by rw [hra, star_sub, star_one, ht]
    ext (i | i) (j | j)
    · exact congrFun (congrFun g1 i) j
    · exact congrFun g2 i
    · exact congrFun g3 j
    · exact g4

/-- Greville's column update: if `X` is the Penrose inverse of `A`, then `X - d r` stacked
over Greville's new row `r` is the Penrose inverse of `[A a]`. -/
theorem greville_update {A : Matrix m n 𝕜} {X : Matrix n m 𝕜}
    (h : IsPenroseInverse A X) (a : m → 𝕜) :
    IsPenroseInverse (appendCol A a)
      (stackRow (X - vecMulVec (X *ᵥ a) (newRow A X a)) (newRow A X a)) := by
  by_cases hc : residual A X a = 0
  · -- dependent column: `t = 1 / (1 + d* d)`
    have hr : newRow A X a = (1 + star (X *ᵥ a) ⬝ᵥ (X *ᵥ a))⁻¹ • (star (X *ᵥ a) ᵥ* X) :=
      if_pos hc
    have hne : 1 + star (X *ᵥ a) ⬝ᵥ (X *ᵥ a) ≠ 0 :=
      (add_pos_of_pos_of_nonneg one_pos (dotProduct_star_self_nonneg (X *ᵥ a))).ne'
    have hd := star_mulVec (X * A) (X *ᵥ a)
    rw [h.right_herm, mulVec_mulVec, h.inv_mul_inv] at hd
    have hrA : newRow A X a ᵥ* A = (1 + star (X *ᵥ a) ⬝ᵥ (X *ᵥ a))⁻¹ • star (X *ᵥ a) := by
      rw [hr, smul_vecMul, vecMul_vecMul, ← hd]
    refine isPenroseInverse_of_row h ?_ hrA ?_ (by rw [hc, smul_zero]) ?_ ?_
    · rw [star_inv₀, star_add, star_one, ← Matrix.star_dotProduct]
    · refine (congrArg (fun v => newRow A X a ⬝ᵥ v) (sub_eq_zero.mp hc)).trans ?_

      rw [Matrix.dotProduct_mulVec, hrA, smul_dotProduct, smul_eq_mul]
      linear_combination inv_mul_cancel₀ hne
    · ext i j
      simp [hc, vecMulVec_apply]
    · rw [hc, dotProduct_zero, zero_smul, add_zero, ← vecMul_vecMul, hrA, smul_vecMul, hr]
  · -- independent column: `t = 0`
    have hr : newRow A X a = (star (residual A X a) ⬝ᵥ residual A X a)⁻¹ •
        star (residual A X a) := if_neg hc
    have hrA : newRow A X a ᵥ* A = 0 := by
      rw [hr, smul_vecMul, residual_orthogonal h, smul_zero]
    have hrc : newRow A X a ⬝ᵥ residual A X a = 1 := by
      rw [hr, smul_dotProduct, smul_eq_mul,
        inv_mul_cancel₀ fun h0 => hc (dotProduct_star_self_eq_zero.mp h0)]
    have hra : newRow A X a ⬝ᵥ a = 1 := by
      rw [← hrc, residual, dotProduct_sub, Matrix.dotProduct_mulVec, hrA, zero_dotProduct,
        sub_zero]
    refine isPenroseInverse_of_row h (t := 0) (star_zero _) (by rw [hrA, zero_smul])
      (by rw [hra, sub_zero]) (zero_smul _ _) ?_ ?_
    · have hs := (Matrix.star_dotProduct (residual A X a) (residual A X a)).symm
      rw [hr]
      ext i j
      simp only [conjTranspose_apply, vecMulVec_apply, Pi.smul_apply, Pi.star_apply,
        smul_eq_mul, star_mul', star_star, star_inv₀, hs]
      ring
    · rw [hrc, one_smul, ← vecMul_vecMul, hrA, zero_vecMul, zero_add]

/-- The matrix with rows `(1, 0)`, `(1, 0)` has the Penrose inverse with rows `(1/2, 1/2)`,
`(0, 0)`; the new column `(2, 2)` has zero residual and `(1, 0)` a nonzero one. -/
theorem greville_update_witness :
    IsPenroseInverse (!![1, 0; 1, 0] : Matrix (Fin 2) (Fin 2) ℝ) !![1/2, 1/2; 0, 0] ∧
    residual (!![1, 0; 1, 0] : Matrix (Fin 2) (Fin 2) ℝ) !![1/2, 1/2; 0, 0] ![2, 2] = 0 ∧
    residual (!![1, 0; 1, 0] : Matrix (Fin 2) (Fin 2) ℝ) !![1/2, 1/2; 0, 0] ![1, 0] ≠ 0 := by
  refine ⟨?_, ?_, ?_⟩
  · constructor <;> ext i j <;> fin_cases i <;> fin_cases j <;>
      norm_num [conjTranspose_apply, Matrix.mul_apply, Fin.sum_univ_succ]
  · ext i
    fin_cases i <;> norm_num [residual, mulVec, dotProduct, Fin.sum_univ_succ]
  · intro h
    have h0 := congrFun h 0
    norm_num [residual, mulVec, dotProduct, Fin.sum_univ_succ] at h0

end

end GrevilleColumnUpdate
```

```lean
#print axioms GrevilleColumnUpdate.greville_update
```

```
'GrevilleColumnUpdate.greville_update' depends on axioms: [propext, Classical.choice, Quot.sound]
```

## From the block products to the Lean proof

`residual_orthogonal` is the computation \(c^*A=0\), and `appendCol_mul_stackRow` is \(BY=AX+cr\) for an arbitrary row. `outer_mulVec` says that \((uv)w=u\,(vw)\) for a column \(u\) and a row \(v\).

`isPenroseInverse_of_row` treats both cases at once. It assumes the relations found above: \(t\) real, \(rA=t\,d^*\), \(ra=1-t\), \(tc=0\), \(cr\) Hermitian and \(r(AX)+(rc)r=r\). Its four bullets are the four Penrose equations:

- In the first, `e1` and `e2` say that \(AX+cr\) fixes the old columns and the new one.
- In the second, `f1` and `f2` do the same for the rows of \(Y\), with `hXc` supplying \(Xc=0\).
- The third adds two Hermitian matrices.
- The fourth compares \(YB\) with its conjugate transpose block by block, through `g1` to `g4`.

`greville_update` then splits on whether the residual vanishes and supplies those relations. In the dependent case `hd` is \(d^*=d^*XA\), and `hne` shows \(1+d^*d\neq0\) because \(d^*d\ge0\). In the independent case `hrA`, `hrc` and `hra` are \(rA=0\), \(rc=1\) and \(ra=1\), and the lemma is applied with \(t=0\).

`greville_update_witness` checks entry by entry that a rank-deficient \(2\times2\) matrix has the stated Penrose inverse, and that each case occurs for some new column. For \(a=(2,2)^T\) the formula gives \(d=(2,0)^T\), \(c=0\) and \(r=(1/5,1/5)\), so the updated inverse has rows \((1/10,1/10)\), \((0,0)\) and \((1/5,1/5)\). For \(a=(1,0)^T\) it gives \(c=(1/2,-1/2)^T\) and \(r=(1,-1)\), with updated rows \((0,1)\), \((0,0)\) and \((1,-1)\).

## One mixing step, and the start from no columns

In your mixing scheme, \(a\) is the newest residual difference. You form \(d=Xa\), \(c=a-Ad\) and \(r\), replace \(X\) by \(X-dr\), and append \(r\) as the last row. With \(m\) density components and \(n\ge1\) stored differences, this takes a number of operations proportional to \(mn\). The theorem concerns this linear-algebra step for finite matrices and says nothing about convergence of the self-consistent cycle. Discarding an old column is a different update.

For the current residual \(f\), let \(\gamma=Xf\) be the coefficients on the old columns alone. The updated ones are

\[
Yf=\begin{pmatrix}\gamma-d\,\tau\\ \tau\end{pmatrix},\qquad \tau=rf .
\]

If \(c\neq0\), then \(\tau=c^*f/(c^*c)\), the Gram–Schmidt coefficient of \(f\) along the new direction.

If \(c=0\), every value of \(\tau\) gives the same fit, because \(A(\gamma-d\tau)+a\tau=A\gamma\). Minimising \(\lVert\gamma-d\tau\rVert^2+|\tau|^2\) gives \((1+d^*d)\,\tau=d^*\gamma\), which is Greville's value. The 1 is the cost of the new coefficient itself, and \(d^*d\) is the weight of the old coefficients it can replace.

The smallest case is a matrix with no columns. Then \(d\) is empty and \(c=a\), so the Penrose inverse of the single column \(a\) is \(a^*/(a^*a)\) if \(a\neq0\), and the zero row otherwise. A mixing history can start there, with its first residual difference.
